# Heat flux in a no-slip Guyer–Krumhansl channel: the width-squared law for d ≪ l

To estimate the heat carried by a narrow channel in the phonon-hydrodynamic regime, one can multiply the bulk flux by a factor that accounts for the walls. In the one-dimensional stationary Guyer–Krumhansl model with no-slip walls, that factor is known in closed form. It reduces to d²/(12 l²) for narrow channels, with an explicit error bound that can also serve to check a numerical solver of the same model.

The channel is the gap between two parallel plane walls. Here d > 0 is its width, y ∈ [−d/2, d/2] the position across it, and q(y) the heat flux along it. The constant q0 is the flux that the same temperature gradient would drive in the bulk. The length l > 0 measures how far the drag of a wall reaches into the phonon flow. The flux obeys

l² q″ − q = −q0,  q(−d/2) = q(d/2) = 0.

With z = d/(2l), the only solution and its mean ⟨q⟩ over the width are

q(y) = q0 (1 − cosh(y/l)/cosh z),
⟨q⟩ = q0 (1 − tanh z / z).

For q0 > 0 the mean is at most P = q0 d²/(12 l²), and ⟨q⟩/P → 1 as d/l → 0.

## Profile, mean and narrow-channel limit

**Uniqueness.** Let q and r solve the problem with drives a ≤ b, and set w = q − r. Subtracting the equations gives l² w″ − w = b − a ≥ 0, so w ≤ l² w″, and w vanishes at the walls. If w were positive somewhere, it would have a positive maximum at an interior point m. There w″(m) ≥ w(m)/l² > 0, whereas a maximum requires w″(m) ≤ 0. Hence q ≤ r. For equal drives the argument runs both ways, and q = r.

**Profile.** The general solution is q0 + A cosh(y/l) + B sinh(y/l). The two wall conditions give B = 0 and A = −q0/cosh z. As a check, l² q″ = −q0 cosh(y/l)/cosh z, and subtracting q leaves −q0.

**Mean.** Integration gives

⟨q⟩ = (q0/d) [y − l sinh(y/l)/cosh z] from −d/2 to d/2
  = (q0/d)(d − 2l tanh z)
  = q0 (1 − tanh z / z).

**Bounds on tanh.** Write t = tanh x with x ≥ 0, so t ≥ 0 and t′ = 1 − t². Each of the following functions vanishes at x = 0, so a nonnegative slope makes it nonnegative:

(x − t)′ = t² ≥ 0, hence t ≤ x;
(t − x + x³/3)′ = x² − t² ≥ 0, hence t ≥ x − x³/3;
(x − x³/3 + 2x⁵/15 − t)′ = t² − x² + 2x⁴/3.

For x² ≤ 3, squaring the second bound gives t² ≥ x² − 2x⁴/3 + x⁶/9, so the last slope is at least x⁶/9. For x² > 3 the lower bound x − x³/3 is negative and must not be squared: at x = 3 it is −6, and 36 is no lower bound for t². There the slope is nonnegative because 2x⁴/3 ≥ 2x². Thus

z − z³/3 ≤ tanh z ≤ z − z³/3 + 2z⁵/15.

**Limit.** Dividing by z and inserting the result in the mean gives, for q0 ≥ 0,

q0 (z²/3)(1 − 2z²/5) ≤ ⟨q⟩ ≤ q0 z²/3.

Since z² = d²/(4l²), this reads

P (1 − d²/(10 l²)) ≤ ⟨q⟩ ≤ P.

At d = l, P overshoots the mean by at most 10 % of P. For q0 > 0, dividing by P and letting d/l → 0 squeezes the ratio to 1.

## The channel problem in Lean

The predicate `IsNoSlipFlux l d q0 q` collects the conditions on the flux.

```lean
import Mathlib

open Set Filter Topology

namespace PhononPoiseuille

noncomputable section

/-- A heat flux `q` along a channel, as a function of the position `-d/2 ≤ y ≤ d/2` across it, that
obeys `l² q'' - q = -q0` inside, is continuous up to the walls and vanishes on them. -/
structure IsNoSlipFlux (l d q0 : ℝ) (q : ℝ → ℝ) : Prop where
  cont : ContinuousOn q (Icc (-(d / 2)) (d / 2))
  diff : ∀ y ∈ Ioo (-(d / 2)) (d / 2), DifferentiableAt ℝ q y
  diff_deriv : ∀ y ∈ Ioo (-(d / 2)) (d / 2), DifferentiableAt ℝ (deriv q) y
  balance : ∀ y ∈ Ioo (-(d / 2)) (d / 2), l ^ 2 * deriv (deriv q) y - q y = -q0
  left_wall : q (-(d / 2)) = 0
  right_wall : q (d / 2) = 0
```

The function `q` is defined on all of ℝ, but only its values in the channel are constrained. `Icc` is the closed channel and `Ioo` its interior. Continuity of q″ is not assumed, so every C² solution is included. Lean's `deriv` returns 0 where no derivative exists, so if both differentiability fields were dropped, a flux with a kink at the value q0 would also pass: for q0 ≠ 0, an example is q0 (1 − sinh(|y|/l)/sinh z).

No-slip walls stand for complete loss of phonon drift at the boundary. They are postulated, as are the constant `l` and the uniform drive `q0`. Partial slip is not covered, nor is the ballistic regime, where the width is no longer large compared with the mean free path for momentum-conserving collisions and the equation itself loses its basis.

The profile and the mean are definitions; the mean is an actual integral divided by the width.

```lean
/-- The profile `q0 (1 - cosh (y/l) / cosh (d/(2l)))`, for `l ≠ 0`. -/
def profile (l d q0 y : ℝ) : ℝ :=
  q0 * (1 - Real.cosh (y / l) / Real.cosh (d / (2 * l)))

/-- The flux averaged over the channel width `d ≠ 0`. -/
def meanFlux (d : ℝ) (q : ℝ → ℝ) : ℝ :=
  (∫ y in (-(d / 2))..(d / 2), q y) / d
```

## Comparison of fluxes and uniqueness

In the next theorem `a` and `b` are the ends of an interval. Compactness supplies the maximum `m`, and the end conditions place it inside. The contradiction takes a small detour: positive second derivative makes `m` a local minimum as well, so `w` is constant near `m` and its second derivative is zero.

```lean
/-- Maximum principle: a continuous `w` with `w ≤ l² w''` inside an interval and `w ≤ 0` at
both ends is nowhere positive on the interval. -/
theorem maximum_principle {a b l : ℝ} {w : ℝ → ℝ} (hc : ContinuousOn w (Icc a b))
    (hw : ∀ y ∈ Ioo a b, w y ≤ l ^ 2 * deriv (deriv w) y) (ha : w a ≤ 0) (hb : w b ≤ 0) :
    ∀ y ∈ Icc a b, w y ≤ 0 := by
  intro y hy
  obtain ⟨m, hm, hmax⟩ := isCompact_Icc.exists_isMaxOn ⟨y, hy⟩ hc
  by_contra hneg
  have hpos : 0 < w m := lt_of_lt_of_le (not_le.mp hneg) (hmax hy)
  -- a positive maximum lies strictly between the ends
  have hma : a ≠ m := fun h => by rw [← h] at hpos; linarith
  have hmb : m ≠ b := fun h => by rw [h] at hpos; linarith
  have hmI : m ∈ Ioo a b := ⟨lt_of_le_of_ne hm.1 hma, lt_of_le_of_ne hm.2 hmb⟩
  have hn : Icc a b ∈ 𝓝 m := Icc_mem_nhds hmI.1 hmI.2
  have hlmax : IsLocalMax w m := hmax.isLocalMax hn
  have h2 : 0 < deriv (deriv w) m := by
    by_contra h
    have h3 := hw m hmI
    nlinarith [mul_nonneg (sq_nonneg l) (neg_nonneg.mpr (not_lt.mp h))]
  -- positive curvature makes it a minimum too, so `w` is locally constant
  have hlmin : IsLocalMin w m :=
    isLocalMin_of_deriv_deriv_pos h2 hlmax.deriv_eq_zero (hc.continuousAt hn)
  have e1 : ∀ᶠ x in 𝓝 m, w x ≤ w m := hlmax
  have e2 : ∀ᶠ x in 𝓝 m, w m ≤ w x := hlmin
  have hconst : w =ᶠ[𝓝 m] fun _ => w m := by
    filter_upwards [e1, e2] with x h3 h4 using le_antisymm h3 h4
  have h0 : deriv (deriv w) m = 0 := by
    rw [hconst.deriv.deriv_eq]
    simp
  linarith
```

Now `a` and `b` are drives, as in the derivation above. The proof computes the second derivative of `q - r` and combines the two balances.

```lean
/-- In the same channel, a drive that is at least as large gives a flux at least as large
at every point. -/
theorem flux_mono {l d a b : ℝ} {q r : ℝ → ℝ} (hq : IsNoSlipFlux l d a q)
    (hr : IsNoSlipFlux l d b r) (hab : a ≤ b) :
    ∀ y ∈ Icc (-(d / 2)) (d / 2), q y ≤ r y := by
  have key := maximum_principle (l := l) (w := fun y => q y - r y) (hq.cont.sub hr.cont)
    (fun y hy => by
      have he : deriv (fun y => q y - r y) =ᶠ[𝓝 y] fun x => deriv q x - deriv r x := by
        filter_upwards [Ioo_mem_nhds hy.1 hy.2] with x hx
        exact ((hq.diff x hx).hasDerivAt.fun_sub (hr.diff x hx).hasDerivAt).deriv
      have h2 := ((hq.diff_deriv y hy).hasDerivAt.fun_sub
        (hr.diff_deriv y hy).hasDerivAt).deriv
      rw [he.deriv_eq, h2]
      linarith [hq.balance y hy, hr.balance y hy])
    (by simp [hq.left_wall, hr.left_wall]) (by simp [hq.right_wall, hr.right_wall])
  intro y hy
  exact sub_nonpos.mp (key y hy)
```

The profile is differentiated twice to verify the balance, and evaluated at both walls.

```lean
/-- For `l > 0` the hyperbolic-cosine profile solves the no-slip problem. -/
theorem profile_isNoSlipFlux {l : ℝ} (hl : 0 < l) (d q0 : ℝ) :
    IsNoSlipFlux l d q0 (profile l d q0) := by
  have hy (y : ℝ) : HasDerivAt (fun x : ℝ => x / l) (1 / l) y := (hasDerivAt_id' y).div_const l
  have h1 (y : ℝ) : HasDerivAt (profile l d q0)
      (q0 * -(Real.sinh (y / l) * (1 / l) / Real.cosh (d / (2 * l)))) y :=
    (((hy y).cosh.div_const _).const_sub 1).const_mul q0
  have hd : deriv (profile l d q0) =
      fun y => q0 * -(Real.sinh (y / l) * (1 / l) / Real.cosh (d / (2 * l))) :=
    funext fun y => (h1 y).deriv
  have h2 (y : ℝ) : HasDerivAt (deriv (profile l d q0))
      (q0 * -(Real.cosh (y / l) * (1 / l) * (1 / l) / Real.cosh (d / (2 * l)))) y := by
    rw [hd]
    exact (((hy y).sinh.mul_const (1 / l)).div_const _).fun_neg.const_mul q0
  have hC : Real.cosh (d / (2 * l)) ≠ 0 := (Real.cosh_pos _).ne'
  refine ⟨fun y _ => (h1 y).continuousAt.continuousWithinAt,
    fun y _ => (h1 y).differentiableAt, fun y _ => (h2 y).differentiableAt, ?_, ?_, ?_⟩
  · intro y _
    have hu : l * (1 / l) = 1 := mul_one_div_cancel hl.ne'
    rw [(h2 y).deriv, profile]
    linear_combination (-(q0 * Real.cosh (y / l) / Real.cosh (d / (2 * l)))
      * (l * (1 / l) + 1)) * hu
  · rw [profile, neg_div, div_div, Real.cosh_neg, div_self hC, sub_self, mul_zero]
  · rw [profile, div_div, div_self hC, sub_self, mul_zero]
```

Uniqueness is the comparison applied in both directions with equal drives. `EqOn` states equality on the closed channel only, since values elsewhere are free.

```lean
/-- For `l > 0` every no-slip flux equals the hyperbolic-cosine profile throughout the
channel, walls included. -/
theorem noSlip_unique {l d q0 : ℝ} {q : ℝ → ℝ} (hl : 0 < l) (h : IsNoSlipFlux l d q0 q) :
    EqOn q (profile l d q0) (Icc (-(d / 2)) (d / 2)) := fun y hy =>
  le_antisymm (flux_mono h (profile_isNoSlipFlux hl d q0) le_rfl y hy)
    (flux_mono (profile_isNoSlipFlux hl d q0) h le_rfl y hy)
```

## The mean flux

The theorem holds for any no-slip flux and either sign of `q0`. The proof replaces `q` by the profile under the integral, then uses the antiderivative found above.

```lean
/-- For `l, d > 0` the mean of a no-slip flux is `q0 (1 - tanh z / z)` with `z = d/(2l)`. -/
theorem meanFlux_eq {l d q0 : ℝ} {q : ℝ → ℝ} (hl : 0 < l) (hd : 0 < d)
    (h : IsNoSlipFlux l d q0 q) :
    meanFlux d q = q0 * (1 - Real.tanh (d / (2 * l)) / (d / (2 * l))) := by
  have hcongr : ∫ y in (-(d / 2))..(d / 2), q y =
      ∫ y in (-(d / 2))..(d / 2), profile l d q0 y := by
    apply intervalIntegral.integral_congr
    rw [uIcc_of_le (by linarith)]
    exact noSlip_unique hl h
  -- an explicit antiderivative of the profile
  have hF (y : ℝ) : HasDerivAt
      (fun x => q0 * (x - l * Real.sinh (x / l) / Real.cosh (d / (2 * l))))
      (profile l d q0 y) y := by
    have hs := ((hasDerivAt_id' y).div_const l).sinh
    refine (((hasDerivAt_id' y).fun_sub
      ((hs.const_mul l).div_const (Real.cosh (d / (2 * l))))).const_mul q0).congr_deriv ?_
    have hu : l * (1 / l) = 1 := mul_one_div_cancel hl.ne'
    rw [profile]
    linear_combination (-(q0 * Real.cosh (y / l) / Real.cosh (d / (2 * l)))) * hu
  have hcont : Continuous (profile l d q0) := by
    unfold profile
    fun_prop
  rw [meanFlux, hcongr, intervalIntegral.integral_eq_sub_of_hasDerivAt (fun y _ => hF y)
    (hcont.intervalIntegrable _ _), neg_div, div_div, Real.sinh_neg,
    Real.tanh_eq_sinh_div_cosh, div_div_eq_mul_div]
  linear_combination q0 * mul_inv_cancel₀ hd.ne'
```

## Bounds on the hyperbolic tangent

The first lemma is the slope argument. In the second, `hA`, `hB` and `hC` are the three inequalities in the order derived, and `hC` splits the cases at `y ^ 2` equal to 3.

```lean
/-- A function differentiable on all of `ℝ` that vanishes at `0` and has nonnegative slope for
`x ≥ 0` is nonnegative there. -/
theorem nonneg_of_slope {f f' : ℝ → ℝ} (hf : ∀ x, HasDerivAt f (f' x) x) (h0 : f 0 = 0)
    (hp : ∀ x, 0 ≤ x → 0 ≤ f' x) {z : ℝ} (hz : 0 ≤ z) : 0 ≤ f z := by
  have hm : MonotoneOn f (Ici 0) := monotoneOn_of_deriv_nonneg (convex_Ici 0)
    (fun x _ => (hf x).continuousAt.continuousWithinAt)
    (fun x _ => (hf x).differentiableAt.differentiableWithinAt)
    (fun x hx => by rw [(hf x).deriv]; exact hp x (interior_subset hx))
  have h := hm (mem_Ici.mpr le_rfl) (mem_Ici.mpr hz) hz
  rwa [h0] at h

/-- For `z ≥ 0`, `tanh z` lies between `z - z³/3` and `z - z³/3 + 2z⁵/15`. -/
theorem tanh_bounds {z : ℝ} (hz : 0 ≤ z) :
    z - z ^ 3 / 3 ≤ Real.tanh z ∧ Real.tanh z ≤ z - z ^ 3 / 3 + 2 * z ^ 5 / 15 := by
  have ht (x : ℝ) : HasDerivAt Real.tanh (1 - Real.tanh x ^ 2) x := by
    have hc : Real.cosh x ≠ 0 := (Real.cosh_pos x).ne'
    have e : Real.tanh = fun y => Real.sinh y / Real.cosh y :=
      funext Real.tanh_eq_sinh_div_cosh
    have h := (Real.hasDerivAt_sinh x).fun_div (Real.hasDerivAt_cosh x) hc
    rw [← e] at h
    refine h.congr_deriv ?_
    rw [Real.tanh_eq_sinh_div_cosh, div_pow, eq_sub_iff_add_eq, ← add_div,
      div_eq_one_iff_eq (pow_ne_zero 2 hc)]
    ring
  have h3 (x : ℝ) : HasDerivAt (fun y : ℝ => y - y ^ 3 / 3) (1 - x ^ 2) x := by
    refine ((hasDerivAt_id' x).fun_sub ((hasDerivAt_pow 3 x).div_const 3)).congr_deriv ?_
    norm_num
  have h5 (x : ℝ) : HasDerivAt (fun y : ℝ => 2 * y ^ 5 / 15) (2 * x ^ 4 / 3) x := by
    refine (((hasDerivAt_pow 5 x).const_mul 2).div_const 15).congr_deriv ?_
    norm_num
    ring
  have hA (x : ℝ) (hx : 0 ≤ x) : 0 ≤ x - Real.tanh x :=
    nonneg_of_slope (fun y => (hasDerivAt_id' y).fun_sub (ht y)) (by simp)
      (fun y _ => by nlinarith [sq_nonneg (Real.tanh y)]) hx
  have hP (x : ℝ) (hx : 0 ≤ x) : 0 ≤ Real.tanh x := by
    rw [Real.tanh_eq_sinh_div_cosh]
    exact div_nonneg (Real.sinh_nonneg_iff.mpr hx) (Real.cosh_pos x).le
  -- each bound on `tanh` feeds the slope estimate for the next one
  have hB (x : ℝ) (hx : 0 ≤ x) : 0 ≤ Real.tanh x - (x - x ^ 3 / 3) :=
    nonneg_of_slope (fun y => (ht y).fun_sub (h3 y)) (by simp)
      (fun y hy => by
        have h := pow_le_pow_left₀ (hP y hy) (sub_nonneg.mp (hA y hy)) 2
        linarith) hx
  have hC : 0 ≤ z - z ^ 3 / 3 + 2 * z ^ 5 / 15 - Real.tanh z :=
    nonneg_of_slope (fun y => ((h3 y).fun_add (h5 y)).fun_sub (ht y)) (by simp)
      (fun y hy => by
        rcases le_total (y ^ 2) 3 with h | h
        · have hu : 0 ≤ y - y ^ 3 / 3 := by
            nlinarith [mul_nonneg hy (sub_nonneg.mpr h)]
          have h2 := pow_le_pow_left₀ hu (sub_nonneg.mp (hB y hy)) 2
          nlinarith [sq_nonneg (y ^ 3)]
        · nlinarith [sq_nonneg (Real.tanh y), sq_nonneg y,
            mul_nonneg (sq_nonneg y) (sub_nonneg.mpr h)]) hz
  exact ⟨sub_nonneg.mp (hB z hz), sub_nonneg.mp hC⟩
```

## The width-squared law

The two-sided estimate requires `q0 ≥ 0`, because a negative drive would reverse the inequalities. After substituting `z`, the proof divides the tanh bounds by `z` and multiplies by `q0`.

```lean
/-- For `l, d > 0` and `q0 ≥ 0` the mean no-slip flux is at most `q0 d²/(12 l²)`, and falls
short of it by at most the fraction `d²/(10 l²)`. -/
theorem poiseuille_bounds {l d q0 : ℝ} {q : ℝ → ℝ} (hl : 0 < l) (hd : 0 < d) (hq0 : 0 ≤ q0)
    (h : IsNoSlipFlux l d q0 q) :
    q0 * d ^ 2 / (12 * l ^ 2) * (1 - d ^ 2 / (10 * l ^ 2)) ≤ meanFlux d q ∧
      meanFlux d q ≤ q0 * d ^ 2 / (12 * l ^ 2) := by
  rw [meanFlux_eq hl hd h]
  obtain ⟨z, hz⟩ : ∃ z, z = d / (2 * l) := ⟨_, rfl⟩
  have hzpos : 0 < z := by rw [hz]; positivity
  have e1 : q0 * d ^ 2 / (12 * l ^ 2) = q0 * (z ^ 2 / 3) := by rw [hz]; ring
  have e2 : d ^ 2 / (10 * l ^ 2) = 2 * z ^ 2 / 5 := by rw [hz]; ring
  rw [← hz, e1, e2]
  obtain ⟨hlow, hupp⟩ := tanh_bounds hzpos.le
  have hA : 1 - z ^ 2 / 3 ≤ Real.tanh z / z := by
    rw [le_div_iff₀ hzpos]
    linarith
  have hB : Real.tanh z / z ≤ 1 - z ^ 2 / 3 + 2 * z ^ 4 / 15 := by
    rw [div_le_iff₀ hzpos]
    linarith
  have hA' := mul_le_mul_of_nonneg_left hA hq0
  have hB' := mul_le_mul_of_nonneg_left hB hq0
  constructor <;> linarith
```

In the limit theorem, `i` labels a family of channels and the filter `F` says how the family is traversed. The only limiting assumption is that `d i / l i` tends to 0, so the width may shrink at fixed `l`, or `l` may grow at fixed width. In a given material the first route leaves the range of the model once the width nears the mean free path for momentum-conserving collisions. The drive is positive and common to all channels. The proof is the squeeze between 1 − (d/l)²/10 and 1.

```lean
/-- Poiseuille width-squared law: along any family of channels with `l, d > 0`, common drive
`q0 > 0` and `d/l → 0`, the ratio of the mean no-slip flux to `q0 d²/(12 l²)` tends to `1`. -/
theorem poiseuille_limit {ι : Type*} {F : Filter ι} {l d : ι → ℝ} {q : ι → ℝ → ℝ} {q0 : ℝ}
    (hl : ∀ i, 0 < l i) (hd : ∀ i, 0 < d i) (hq0 : 0 < q0)
    (hq : ∀ i, IsNoSlipFlux (l i) (d i) q0 (q i))
    (hlim : Tendsto (fun i => d i / l i) F (𝓝 0)) :
    Tendsto (fun i => meanFlux (d i) (q i) / (q0 * d i ^ 2 / (12 * l i ^ 2))) F (𝓝 1) := by
  have hlow : Tendsto (fun i => 1 - (d i / l i) ^ 2 / 10) F (𝓝 1) := by
    have h := ((hlim.pow 2).div_const 10).const_sub 1
    have e : (1 : ℝ) - 0 ^ 2 / 10 = 1 := by norm_num
    rw [e] at h
    exact h
  have hP (i : ι) : 0 < q0 * d i ^ 2 / (12 * l i ^ 2) := by
    have h1 := hl i
    have h2 := hd i
    positivity
  -- squeeze the ratio between the two bounds
  refine tendsto_of_tendsto_of_tendsto_of_le_of_le hlow tendsto_const_nhds
    (fun i => ?_) (fun i => ?_)
  · refine (le_div_iff₀ (hP i)).mpr ?_
    calc (1 - (d i / l i) ^ 2 / 10) * (q0 * d i ^ 2 / (12 * l i ^ 2))
        = q0 * d i ^ 2 / (12 * l i ^ 2) * (1 - d i ^ 2 / (10 * l i ^ 2)) := by ring
      _ ≤ meanFlux (d i) (q i) := (poiseuille_bounds (hl i) (hd i) hq0.le (hq i)).1
  · refine (div_le_iff₀ (hP i)).mpr ?_
    rw [one_mul]
    exact (poiseuille_bounds (hl i) (hd i) hq0.le (hq i)).2

end

end PhononPoiseuille
```

```lean
#print axioms PhononPoiseuille.poiseuille_limit
```

```
'PhononPoiseuille.poiseuille_limit' depends on axioms: [propext, Classical.choice, Quot.sound]
```
